# The spectrum of singlet–triplet pairing along one spin axis consists of two helicity branches

In a superconductor whose crystal has no inversion centre, singlet and triplet pairing can mix, and we find the quasiparticle energies at one momentum by choosing a single real unit vector $n$ as the direction of both the spin-orbit field and the triplet pairing. Physically, this choice keeps the pairing from coupling the two spin-split bands. The normal state is assumed time-reversal symmetric, which excludes a Zeeman field, and the holes are written in the time-reversed basis, so the hole block is minus the particle block. The pairing amplitudes are real, so the two pairing blocks are equal.

With $s=n\cdot\sigma$, the normal-state energy is $e+as$ and the pairing is $p+qs$. Here $e$ is the band energy measured from the chemical potential, $a$ the spin-orbit energy, and $p$ and $q$ the singlet and triplet amplitudes, not momenta. Helicity means the eigenvalue of $s$, whether or not $n$ points along the momentum.

In mean-field models of this restricted kind, the result locates the nodes of the quasiparticle spectrum. The reduction of a given material's Hamiltonian to this matrix at each momentum is a separate step, which the hypotheses do not supply.

```lean
import Mathlib

open Matrix

namespace NoncentrosymmetricPairing

noncomputable section
```

The components $n_0,n_1,n_2$ are the usual $x,y,z$ components, and $s$ is written out with the Pauli matrices.

```lean
/-- The spin projection `n·σ` along a real vector `n`, written with the Pauli matrices. -/
def spinAlong (n : Fin 3 → ℝ) : Matrix (Fin 2) (Fin 2) ℂ :=
  !![(n 2 : ℂ), (n 0 : ℂ) - (n 1 : ℂ) * Complex.I;
     (n 0 : ℂ) + (n 1 : ℂ) * Complex.I, -(n 2 : ℂ)]
```

Both the normal-state energy and the pairing have the form $c+ds$.

```lean
/-- The spin matrix `c + d n·σ`, with real coefficients `c` and `d`. -/
def spinBlock (n : Fin 3 → ℝ) (c d : ℝ) : Matrix (Fin 2) (Fin 2) ℂ :=
  (c : ℂ) • (1 : Matrix (Fin 2) (Fin 2) ℂ) + (d : ℂ) • spinAlong n
```

In the index type `Fin 2 ⊕ Fin 2`, the left copy holds the particle spin components and the right copy the hole spin components.

```lean
/-- The Bogoliubov–de Gennes Hamiltonian with band energy `e`, spin-orbit energy `a`,
singlet amplitude `p` and triplet amplitude `q`. -/
def bdg (n : Fin 3 → ℝ) (e a p q : ℝ) : Matrix (Fin 2 ⊕ Fin 2) (Fin 2 ⊕ Fin 2) ℂ :=
  fromBlocks (spinBlock n e a) (spinBlock n p q) (spinBlock n p q) (-spinBlock n e a)
```

Each real number $h$ is assigned an energy $E_h$, written `energy h e a p q`. The physical values are $h=\pm1$; part (f) shows that these energies belong to the matrix.

```lean
/-- The quasiparticle energy `sqrt((e + h a)² + (p + h q)²)` of the branch with helicity `h`. -/
def energy (h e a p q : ℝ) : ℝ := √((e + h * a) ^ 2 + (p + h * q) ^ 2)
```

## (a) The squared branch energy

Show that the square root in the definition can be removed:
$$E_h^2=(e+ha)^2+(p+hq)^2 .$$

**Solution.** The radicand is a sum of two real squares, hence non-negative, and squaring its root returns it. In Lean, `positivity` supplies the sign.

```lean
/-- The squared quasiparticle energy is the squared band energy plus the squared gap
of the helicity branch. -/
theorem energy_sq (h e a p q : ℝ) :
    energy h e a p q ^ 2 = (e + h * a) ^ 2 + (p + h * q) ^ 2 := by
  rw [energy, Real.sq_sqrt (by positivity)]
```

## (b) Reduction at fixed helicity

Let $su=hu$. Show that the Hamiltonian $H$ acts on a particle part $\alpha u$ and a hole part $\beta u$ as
$$H\begin{pmatrix}\alpha u\\ \beta u\end{pmatrix}=\begin{pmatrix}[(e+ha)\alpha+(p+hq)\beta]\,u\\ [(p+hq)\alpha-(e+ha)\beta]\,u\end{pmatrix}.$$

**Solution.** On $u$ every spin block is a number, $(c+ds)u=(c+hd)u$. Inserting this into the two block rows gives the result. The coefficients $(\alpha,\beta)$ therefore see the matrix
$$\begin{pmatrix}\xi&\Delta\\ \Delta&-\xi\end{pmatrix},\qquad \xi=e+ha,\quad \Delta=p+hq,$$
which is traceless and squares to $\xi^2+\Delta^2=E_h^2$. This attaches the energies $\pm E_h$ to helicity $h$.

In Lean, `Sum.elim` joins the particle and hole parts, `hb` is the rule for one spin block, and `module` collects the coefficients. The theorem needs only the eigenvector equation for $u$, not the length of $n$.

```lean
/-- On a spinor `u` with `n·σ u = h u`, the Hamiltonian acts as a two-by-two particle-hole
problem with band energy `e + h a` and gap `p + h q`. -/
theorem bdg_helicity_sector (n : Fin 3 → ℝ) (h e a p q : ℝ) (u : Fin 2 → ℂ)
    (hu : spinAlong n *ᵥ u = (h : ℂ) • u) (α β : ℂ) :
    bdg n e a p q *ᵥ Sum.elim (α • u) (β • u) =
      Sum.elim ((((e : ℂ) + h * a) * α + ((p : ℂ) + h * q) * β) • u)
        ((((p : ℂ) + h * q) * α - ((e : ℂ) + h * a) * β) • u) := by
  -- each spin block acts on `u` as a number
  have hb : ∀ (c d : ℝ) (γ : ℂ),
      spinBlock n c d *ᵥ (γ • u) = (((c : ℂ) + h * d) * γ) • u := by
    intro c d γ
    rw [Matrix.mulVec_smul, spinBlock, Matrix.add_mulVec, Matrix.smul_mulVec,
      Matrix.smul_mulVec, Matrix.one_mulVec, hu]
    module
  rw [bdg, Matrix.fromBlocks_mulVec]
  simp only [Sum.elim_comp_inl, Sum.elim_comp_inr, Matrix.neg_mulVec, hb]
  congr 1 <;> module
```

## (c) From blocks to a four-by-four array

Show that a determinant of two-by-two blocks may be computed from the ordinary array of its entries:
$$\det\begin{pmatrix}A&B\\ C&D\end{pmatrix}=\det\begin{pmatrix}A_{00}&A_{01}&B_{00}&B_{01}\\A_{10}&A_{11}&B_{10}&B_{11}\\C_{00}&C_{01}&D_{00}&D_{01}\\C_{10}&C_{11}&D_{10}&D_{11}\end{pmatrix}.$$

**Solution.** Number the particle components 0, 1 and the hole components 2, 3. Relabelling rows and columns in the same way leaves a determinant unchanged. Lean applies this relabelling through `finSumFinEquiv` and compares all sixteen entries.

```lean
/-- A determinant of two-by-two blocks, written out as a four-by-four determinant. -/
theorem det_blocks (A B C D : Matrix (Fin 2) (Fin 2) ℂ) :
    (fromBlocks A B C D).det =
      (!![A 0 0, A 0 1, B 0 0, B 0 1; A 1 0, A 1 1, B 1 0, B 1 1;
          C 0 0, C 0 1, D 0 0, D 0 1; C 1 0, C 1 1, D 1 0, D 1 1] :
        Matrix (Fin 4) (Fin 4) ℂ).det := by
  rw [← Matrix.det_submatrix_equiv_self (finSumFinEquiv (m := 2) (n := 2)).symm]
  congr 1
  ext i j
  fin_cases i <;> fin_cases j <;> rfl
```

## (d) The determinant for a traceless spin matrix

Let $S=\begin{pmatrix}z&u\\w&-z\end{pmatrix}$ have complex entries, where $u$ is now a number, and put $\kappa=z^2+uw$. With $A=e+aS$ and $B=p+qS$, show that
$$\det\begin{pmatrix}x-A&-B\\-B&x+A\end{pmatrix}=\bigl(x^2-e^2-p^2-\kappa(a^2+q^2)\bigr)^2-4\kappa(ea+pq)^2 .$$

**Solution.** All blocks are polynomials in $S$ and commute, so the determinant equals $\det(x^2-A^2-B^2)$. Since $S^2=\kappa$,
$$A^2+B^2=e^2+p^2+\kappa(a^2+q^2)+2(ea+pq)S .$$
Put $X=x^2-e^2-p^2-\kappa(a^2+q^2)$ and $Y=ea+pq$. Then
$$\det(X-2YS)=(X-2Yz)(X+2Yz)-4Y^2uw=X^2-4\kappa Y^2 .$$

Lean takes a more direct route: it expands the array of part (c) along rows, and `ring` confirms the polynomial identity.

```lean
/-- The characteristic determinant for an arbitrary traceless spin matrix with entries
`z, u, w, -z`; the spin matrix enters only through `z² + u w`. -/
theorem det_traceless (x e a p q z u w : ℂ) :
    (fromBlocks (x • 1 - (e • 1 + a • !![z, u; w, -z])) (-(p • 1 + q • !![z, u; w, -z]))
      (-(p • 1 + q • !![z, u; w, -z])) (x • 1 + (e • 1 + a • !![z, u; w, -z]))).det =
      (x ^ 2 - e ^ 2 - p ^ 2 - (z ^ 2 + u * w) * (a ^ 2 + q ^ 2)) ^ 2
        - 4 * (z ^ 2 + u * w) * (e * a + p * q) ^ 2 := by
  rw [det_blocks]
  simp [Matrix.det_succ_row_zero, Fin.sum_univ_succ, Fin.succAbove]
  ring
```

## (e) Factorisation into helicities

For a unit vector $n$, show that
$$\det(x-H)=(x^2-E_{+1}^2)(x^2-E_{-1}^2).$$

**Solution.** For $S=s$,
$$\kappa=n_2^2+(n_0-in_1)(n_0+in_1)=n_0^2+n_1^2+n_2^2=1 .$$
Part (d) then gives $X^2-4Y^2=(X-2Y)(X+2Y)$ with $X=x^2-e^2-a^2-p^2-q^2$. Completing the squares,
$$X-2Y=x^2-(e+a)^2-(p+q)^2,\qquad X+2Y=x^2-(e-a)^2-(p-q)^2 ,$$
and part (a) identifies the two factors. The multiplicities can be read off: each branch contributes the two roots $\pm E_h$, and coinciding roots are counted repeatedly.

In Lean, `hs` is $\kappa=1$, `hb` writes $x-H$ in blocks, and `h1c` and `h2c` are the squared energies as complex numbers.

```lean
/-- For a unit vector `n` the characteristic determinant factorises into the two
helicity branches. -/
theorem characteristic_det (n : Fin 3 → ℝ) (hn : n 0 ^ 2 + n 1 ^ 2 + n 2 ^ 2 = 1)
    (e a p q : ℝ) (x : ℂ) :
    (x • 1 - bdg n e a p q).det =
      (x ^ 2 - (energy 1 e a p q : ℂ) ^ 2) * (x ^ 2 - (energy (-1) e a p q : ℂ) ^ 2) := by
  have hs : (n 2 : ℂ) ^ 2 + ((n 0 : ℂ) - (n 1 : ℂ) * Complex.I) *
      ((n 0 : ℂ) + (n 1 : ℂ) * Complex.I) = 1 := by
    have h : (n 0 : ℂ) ^ 2 + (n 1 : ℂ) ^ 2 + (n 2 : ℂ) ^ 2 = 1 := by exact_mod_cast hn
    linear_combination h - (n 1 : ℂ) ^ 2 * Complex.I_sq
  have hb : x • 1 - bdg n e a p q =
      fromBlocks (x • 1 - spinBlock n e a) (-spinBlock n p q)
        (-spinBlock n p q) (x • 1 + spinBlock n e a) := by
    ext i j
    rcases i with i | i <;> rcases j with j | j <;> simp [bdg, Matrix.one_apply]
  have h1 : energy 1 e a p q ^ 2 = (e + a) ^ 2 + (p + q) ^ 2 := by
    rw [energy_sq]; ring
  have h2 : energy (-1) e a p q ^ 2 = (e - a) ^ 2 + (p - q) ^ 2 := by
    rw [energy_sq]; ring
  have h1c : (energy 1 e a p q : ℂ) ^ 2 = ((e : ℂ) + a) ^ 2 + ((p : ℂ) + q) ^ 2 := by
    exact_mod_cast h1
  have h2c : (energy (-1) e a p q : ℂ) ^ 2 = ((e : ℂ) - a) ^ 2 + ((p : ℂ) - q) ^ 2 := by
    exact_mod_cast h2
  -- the unit length of `n` enters through `hs`
  rw [hb, spinBlock, spinBlock, spinAlong, det_traceless, hs, h1c, h2c]
  ring
```

## (f) The eigenvalues

For a unit vector $n$ and complex $x$, show that $Hv=xv$ has a solution $v\neq0$ exactly when
$$x\in\{E_{+1},\,-E_{+1},\,E_{-1},\,-E_{-1}\}.$$

**Solution.** A non-zero $v$ with $(x-H)v=0$ exists exactly when $\det(x-H)=0$. By part (e) this means $x^2=E_{+1}^2$ or $x^2=E_{-1}^2$, which gives the four values. In Lean, `key` is the determinant criterion; the remaining rewrites split the product and take the square roots.

**A numerical instance.** Take $n=(0,0,1)$, $e=4$, $a=1$, $p=8$, $q=4$. The spin-up and spin-down problems are
$$\begin{pmatrix}5&12\\12&-5\end{pmatrix},\qquad\begin{pmatrix}3&4\\4&-3\end{pmatrix},$$
with eigenvalues $\pm13$ and $\pm5$.

**The length of $n$.** Requiring only $n\neq0$ is not enough. For $n=(0,0,2)$, $a=1$ and $e=p=q=0$, the matrix is diagonal with eigenvalues $\pm2$, whereas $E_{\pm1}=1$.

```lean
/-- For a unit vector `n`, the eigenvalues of the Hamiltonian are exactly plus and minus
the quasiparticle energies of the two helicities. -/
theorem bdg_eigenvalues (n : Fin 3 → ℝ) (hn : n 0 ^ 2 + n 1 ^ 2 + n 2 ^ 2 = 1)
    (e a p q : ℝ) (x : ℂ) :
    (∃ v, v ≠ 0 ∧ bdg n e a p q *ᵥ v = x • v) ↔
      x = energy 1 e a p q ∨ x = -energy 1 e a p q ∨
      x = energy (-1) e a p q ∨ x = -energy (-1) e a p q := by
  have key : (∃ v, v ≠ 0 ∧ bdg n e a p q *ᵥ v = x • v) ↔
      (x • 1 - bdg n e a p q).det = 0 := by
    rw [← Matrix.exists_mulVec_eq_zero_iff]
    refine exists_congr fun v => and_congr_right fun _ => ?_
    rw [Matrix.sub_mulVec, Matrix.smul_mulVec, Matrix.one_mulVec, sub_eq_zero]
    exact eq_comm
  rw [key, characteristic_det n hn, mul_eq_zero, sub_eq_zero, sub_eq_zero,
    sq_eq_sq_iff_eq_or_eq_neg, sq_eq_sq_iff_eq_or_eq_neg, or_assoc]
```

## (g) The minimum of a branch

Keep $h,a,p,q$ fixed and vary $e$. Show that
$$E_h\ge|p+hq|,\qquad E_h=|p+hq|\iff e=-ha .$$

**Solution.** By part (a), $E_h^2$ exceeds $(p+hq)^2$ by $(e+ha)^2\ge0$. Taking roots gives the bound, and equality requires $e+ha=0$. Lean proves the bound with `Real.abs_le_sqrt` and then the two directions of the equality. In a material $a$, $p$ and $q$ may also change with momentum, so this minimum at fixed parameters need not be the gap over the whole band.

```lean
/-- As the band energy `e` varies, the branch of helicity `h` never falls below `|p + h q|`,
and it reaches this value exactly at `e = -h a`. -/
theorem helicity_gap (h e a p q : ℝ) :
    |p + h * q| ≤ energy h e a p q ∧
      (energy h e a p q = |p + h * q| ↔ e = -(h * a)) := by
  refine ⟨Real.abs_le_sqrt (by nlinarith [sq_nonneg (e + h * a)]), ?_, ?_⟩
  · intro heq
    have hE := energy_sq h e a p q
    rw [heq, sq_abs] at hE
    have h0 : (e + h * a) ^ 2 = 0 := by linarith
    have h1 := (pow_eq_zero_iff two_ne_zero).1 h0
    linarith
  · intro he
    have h0 : (e + h * a) ^ 2 + (p + h * q) ^ 2 = (p + h * q) ^ 2 := by
      rw [he]; ring
    rw [energy, h0, Real.sqrt_sq_eq_abs]
```

## (h) Zero-energy states

For a unit vector $n$, show that $Hv=0$ has a solution $v\neq0$ exactly when
$$(e=-a\ \text{and}\ p=-q)\quad\text{or}\quad(e=a\ \text{and}\ p=q).$$

**Solution.** Put $x=0$ in part (f): one of $E_{+1}$, $E_{-1}$ must vanish. A sum of two real squares vanishes only if both terms do, so $e+ha=0$ and $p+hq=0$. The choice $h=+1$ gives the first case and $h=-1$ the second. In Lean, `hz` merges the two signs of a zero energy and `hE` splits the sum of squares.

```lean
/-- For a unit vector `n`, a zero-energy state exists exactly when `e = -a` and `p = -q`,
or `e = a` and `p = q`. -/
theorem zero_mode_iff (n : Fin 3 → ℝ) (hn : n 0 ^ 2 + n 1 ^ 2 + n 2 ^ 2 = 1)
    (e a p q : ℝ) :
    (∃ v, v ≠ 0 ∧ bdg n e a p q *ᵥ v = 0) ↔ (e = -a ∧ p = -q) ∨ (e = a ∧ p = q) := by
  have hz : ∀ E : ℝ, ((0 : ℂ) = E ∨ (0 : ℂ) = -E) ↔ E = 0 := by
    intro E
    constructor
    · rintro (h | h)
      · exact_mod_cast h.symm
      · exact_mod_cast neg_eq_zero.1 h.symm
    · intro h
      left
      simp [h]
  have hE : ∀ h : ℝ, energy h e a p q = 0 ↔ e + h * a = 0 ∧ p + h * q = 0 := by
    intro h
    constructor
    · intro h0
      have h1 := energy_sq h e a p q
      rw [h0] at h1
      exact ⟨(pow_eq_zero_iff two_ne_zero).1
          (by nlinarith [sq_nonneg (e + h * a), sq_nonneg (p + h * q)]),
        (pow_eq_zero_iff two_ne_zero).1
          (by nlinarith [sq_nonneg (e + h * a), sq_nonneg (p + h * q)])⟩
    · rintro ⟨h1, h2⟩
      simp [energy, h1, h2]
  have hmain := bdg_eigenvalues n hn e a p q 0
  simp only [zero_smul] at hmain
  rw [hmain, ← or_assoc, hz, hz, hE, hE]
  constructor
  · rintro (⟨h1, h2⟩ | ⟨h1, h2⟩)
    · exact Or.inl ⟨by linarith, by linarith⟩
    · exact Or.inr ⟨by linarith, by linarith⟩
  · rintro (⟨h1, h2⟩ | ⟨h1, h2⟩)
    · exact Or.inl ⟨by linarith, by linarith⟩
    · exact Or.inr ⟨by linarith, by linarith⟩
```

## (i) Equal singlet and triplet amplitudes

Set $q=p$. Show that
$$E_{-1}=|e-a|,\qquad E_{+1}\big|_{e=a}=2\sqrt{a^2+p^2}.$$

**Solution.** For $h=-1$ the pairing term $p-p$ vanishes and $\sqrt{(e-a)^2}=|e-a|$ remains. For $h=+1$ and $e=a$, the radicand is $(2a)^2+(2p)^2=4(a^2+p^2)$. Thus the negative-helicity branch closes at $e=a$, while the other has non-zero energy at that point unless $a=p=0$. Lean rewrites each radicand with `ring` and then takes the root.

```lean
/-- For equal singlet and triplet amplitudes `p`, the branch of helicity `-1` has energy
`|e - a|`, while at `e = a` the branch of helicity `+1` has energy `2 sqrt(a² + p²)`. -/
theorem equal_amplitudes (e a p : ℝ) :
    energy (-1) e a p p = |e - a| ∧ energy 1 a a p p = 2 * √(a ^ 2 + p ^ 2) := by
  constructor
  · have h : (e + -1 * a) ^ 2 + (p + -1 * p) ^ 2 = (e - a) ^ 2 := by ring
    rw [energy, h, Real.sqrt_sq_eq_abs]
  · have h : (a + 1 * a) ^ 2 + (p + 1 * p) ^ 2 = 2 ^ 2 * (a ^ 2 + p ^ 2) := by ring
    rw [energy, h, Real.sqrt_mul (by positivity), Real.sqrt_sq (by norm_num)]

end

end NoncentrosymmetricPairing
```

```lean
#print axioms NoncentrosymmetricPairing.bdg_helicity_sector
#print axioms NoncentrosymmetricPairing.helicity_gap
#print axioms NoncentrosymmetricPairing.zero_mode_iff
#print axioms NoncentrosymmetricPairing.equal_amplitudes
```

```
'NoncentrosymmetricPairing.bdg_helicity_sector' depends on axioms: [propext, Classical.choice, Quot.sound]
'NoncentrosymmetricPairing.helicity_gap' depends on axioms: [propext, Classical.choice, Quot.sound]
'NoncentrosymmetricPairing.zero_mode_iff' depends on axioms: [propext, Classical.choice, Quot.sound]
'NoncentrosymmetricPairing.equal_amplitudes' depends on axioms: [propext, Classical.choice, Quot.sound]
```
